# A basis state with zero population has no coherences

Let `M` be a positive semidefinite complex matrix over a finite index set, such as a density matrix in a finite orthonormal basis. The lemma says that if the diagonal entry `M a a` is zero, then `M a b` and `M b a` are zero for every `b`: an unpopulated basis state has no coherence with any other. The trace of `M` is not fixed; where it is nonzero, the population of `a` is `M a a` divided by the trace. The attempt takes the two-by-two submatrix on `a` and `b`, whose determinant cannot be negative but here equals minus the squared modulus of `M a b`, so `M a b` must vanish, and `M b a` follows because `M` is Hermitian.

The first attempt, which Lean rejects:

```lean
import Mathlib

open Matrix
open scoped ComplexOrder

namespace ZeroCross

local notation "δ" => (1 : Matrix _ _ ℂ)

/-- If a diagonal entry of a positive semidefinite matrix vanishes, so do its row and column. -/
theorem zero_cross {n : Type*} [Fintype n] {M : Matrix n n ℂ} (hM : M.PosSemidef) {a : n}
    (ha : M a a = 0) (b : n) : M a b = 0 ∧ M b a = 0 := by
  have hba : M b a = star (M a b) := (hM.isHermitian.apply b a).symm
  -- the two-by-two minor on a and b equals minus the squared modulus of M a b
  have hd := (hM.submatrix ![a, b]).det_nonneg
  have hz : M a b = 0 := by
    have h1 : (0 : ℂ) ≤ -(M a b * star (M a b)) := by
      simpa [Matrix.det_fin_two, ha, hba] using hd
    have h2 : M a b * star (M a b) = (Complex.normSq (M a b) : ℂ) := Complex.mul_conj _
    rw [h2] at h1
    have h3 := (Complex.le_def.mp h1).1
    simp only [Complex.zero_re, Complex.neg_re, Complex.ofReal_re] at h3
    exact Complex.normSq_eq_zero.mp (le_antisymm (by linarith) (Complex.normSq_nonneg _))
  exact ⟨hz, by rw [hba, hz, star_zero]⟩

end ZeroCross
```

The compiler's answer:

```
Main.lean:18:6: error: Type mismatch: After simplification, term
  hd
 has type
  0 ≤ det (vecCons (fun j => M a (![a, b] j)) (vecCons (fun j => M b (![a, b] j)) !![,,]))
but is expected to have type
  M a b * (starRingEnd ℂ) (M a b) ≤ 0
```

What went wrong. The error is in the `simpa` that should turn `hd`, the bound on the determinant, into `h1`. In the message, `simp` has rewritten the submatrix as explicit rows built with `vecCons`, but `det` is still there: `Matrix.det_fin_two` was not applied to that form. The message does not say why it failed to match. With no entries multiplied out, `ha` and `hba` had no product to simplify, and `hd` could not match the goal.

The repair expands the determinant first, with `rw [Matrix.det_fin_two] at hd`, while the submatrix is still intact. The new `h1` then states the result in entries of `M`, and Lean accepts `hd` for it because the submatrix entries unfold to those of `M` by definition. Rewriting with `ha`, `hba`, `zero_mul`, `zero_sub` and `h2` leaves zero at most minus the squared modulus, as the old proof intended. Moving the remaining steps out of the `hz` block is mere tidying.

After these edits no error is left:

```diff
@@ -14,12 +14,12 @@
   -- the two-by-two minor on a and b equals minus the squared modulus of M a b
   have hd := (hM.submatrix ![a, b]).det_nonneg
-  have hz : M a b = 0 := by
-    have h1 : (0 : ℂ) ≤ -(M a b * star (M a b)) := by
-      simpa [Matrix.det_fin_two, ha, hba] using hd
-    have h2 : M a b * star (M a b) = (Complex.normSq (M a b) : ℂ) := Complex.mul_conj _
-    rw [h2] at h1
-    have h3 := (Complex.le_def.mp h1).1
-    simp only [Complex.zero_re, Complex.neg_re, Complex.ofReal_re] at h3
-    exact Complex.normSq_eq_zero.mp (le_antisymm (by linarith) (Complex.normSq_nonneg _))
+  rw [Matrix.det_fin_two] at hd
+  have h1 : 0 ≤ M a a * M b b - M a b * M b a := hd
+  have h2 : M a b * star (M a b) = (Complex.normSq (M a b) : ℂ) := Complex.mul_conj _
+  rw [ha, hba, zero_mul, zero_sub, h2] at h1
+  have h3 := (Complex.le_def.mp h1).1
+  simp only [Complex.zero_re, Complex.neg_re, Complex.ofReal_re] at h3
+  have hz : M a b = 0 :=
+    Complex.normSq_eq_zero.mp (le_antisymm (by linarith) (Complex.normSq_nonneg _))
   exact ⟨hz, by rw [hba, hz, star_zero]⟩
 
```
